# The one-dimensional periodic Coulomb series without its zero mode sums to a parabola on the cell

In a one-dimensional periodic cell of length `L > 0`, the wave numbers are G = 2πm/L with m an integer. The theorem `hasSum_mode` says that for 0 ≤ z ≤ L the sum of cos(Gz)/G² over all m ≠ 0 converges to L²/12 − z(L − z)/2; the series carries no charge or other physical prefactor. The attempt takes the positive wave numbers from Mathlib's Fourier series for the second Bernoulli polynomial, and gets the negative ones from the evenness of the terms. It then joins the two halves into a sum over all integers and restricts it to m ≠ 0, which changes nothing because Lean's division by zero makes the m = 0 term zero.

Lean 4 with Mathlib refuses this proof:

```lean
import Mathlib

open Real Filter

namespace HasSumMode

noncomputable section

/-- The wave number `G = 2πm/L` of a cell of length `L ≠ 0`. -/
def waveNumber (L : ℝ) (m : ℤ) : ℝ := 2 * π * m / L

/-- The term `cos(Gz)/G²` of the periodic Coulomb series, for `m ≠ 0` and `L ≠ 0`. -/
def mode (L z : ℝ) (m : ℤ) : ℝ := Real.cos (waveNumber L m * z) / waveNumber L m ^ 2

/-- The second Bernoulli polynomial is `x² - x + 1/6`. -/
theorem bernoulli_two_eval (x : ℝ) :
    (Polynomial.map (algebraMap ℚ ℝ) (Polynomial.bernoulli 2)).eval x = x ^ 2 - x + 1 / 6 := by
  have h2 : _root_.bernoulli 2 = 1 / 6 :=
    (bernoulli_eq_bernoulli'_of_ne_one (by norm_num)).trans (by norm_num [bernoulli'_two])
  simp [Polynomial.bernoulli, Finset.sum_range_succ, h2, bernoulli_one, bernoulli_zero]
  ring

/-- For `0 ≤ z ≤ L` and `L > 0`, the sum of `cos(Gz)/G²` over all nonzero wave numbers converges
to the parabola `L²/12 - z(L - z)/2`. -/
theorem hasSum_mode {L z : ℝ} (hL : 0 < L) (hz : 0 ≤ z) (hzL : z ≤ L) :
    HasSum (fun m : {m : ℤ // m ≠ 0} => mode L z m) (L ^ 2 / 12 - z * (L - z) / 2) := by
  have hx : z / L ∈ Set.Icc (0 : ℝ) 1 := ⟨div_nonneg hz hL.le, (div_le_one hL).2 hzL⟩
  have h := (hasSum_one_div_nat_pow_mul_cos one_ne_zero hx).mul_left (L ^ 2 / (4 * π ^ 2))
  -- positive wave numbers: the Fourier series of the Bernoulli polynomial
  have hN : HasSum (fun n : ℕ => mode L z (n : ℤ))
      (L ^ 2 / 4 * ((z / L) ^ 2 - z / L + 1 / 6)) := by
    have hf : (fun n : ℕ => mode L z (n : ℤ)) = fun n : ℕ =>
        L ^ 2 / (4 * π ^ 2) * (1 / (n : ℝ) ^ (2 * 1) * Real.cos (2 * π * n * (z / L))) := by
      funext n
      have hc : 2 * π * (n : ℝ) / L * z = 2 * π * n * (z / L) := by ring
      simp only [mode, waveNumber, Int.cast_natCast]
      rw [hc]
      ring
    have hval : L ^ 2 / 4 * ((z / L) ^ 2 - z / L + 1 / 6) = L ^ 2 / (4 * π ^ 2) *
        ((-1) ^ (1 + 1) * (2 * π) ^ (2 * 1) / 2 / ((2 * 1).factorial : ℝ) *
        (Polynomial.map (algebraMap ℚ ℝ) (Polynomial.bernoulli (2 * 1))).eval (z / L)) := by
      have hp := mul_inv_cancel₀ (pow_ne_zero 2 Real.pi_ne_zero)
      rw [show (2 * 1 : ℕ) = 2 from rfl, bernoulli_two_eval, Nat.factorial_two]
      push_cast
      linear_combination (-(L ^ 2 / 4 * ((z / L) ^ 2 - z / L + 1 / 6))) * hp
    rw [hf, hval]
    exact h
  -- negative wave numbers contribute the same
  have he : ∀ m : ℤ, mode L z (-m) = mode L z m := by
    intro m
    have hw : waveNumber L (-m) = -waveNumber L m := by
      simp only [waveNumber]
      push_cast
      ring
    simp only [mode]
    rw [hw, neg_mul, Real.cos_neg, neg_sq]
  have hN' : HasSum (fun n : ℕ => mode L z (-(n : ℤ)))
      (L ^ 2 / 4 * ((z / L) ^ 2 - z / L + 1 / 6)) := by
    simpa only [he] using hN
  have h0 : mode L z 0 = 0 := by simp [mode, waveNumber]
  have hZ := HasSum.of_nat_of_neg hN hN'
  have hs : Function.support (mode L z) ⊆ {m : ℤ | m ≠ 0} := by
    intro m hm hm0
    apply hm
    rw [hm0, h0]
  have hS := (hasSum_subtype_iff_of_support_subset hs).2 hZ
  have hv : L ^ 2 / 12 - z * (L - z) / 2 =
      L ^ 2 / 4 * ((z / L) ^ 2 - z / L + 1 / 6) +
      L ^ 2 / 4 * ((z / L) ^ 2 - z / L + 1 / 6) - mode L z 0 := by
    have hzl : z = z / L * L := (div_mul_cancel₀ z hL.ne').symm
    rw [h0]
    generalize z / L = x at hzl ⊢
    rw [hzl]
    ring
  rw [hv]
  exact hS

end

end HasSumMode
```

The error:

```
Try this:
  [apply] ring_nf
  
  The `ring` tactic failed to close the goal. Use `ring_nf` to obtain a normal form.
    
  Note that `ring` works primarily in *commutative* rings. If you have a noncommutative ring, abelian group or module, consider using `noncomm_ring`, `abel` or `module` instead.
Main.lean:33:90: error: unsolved goals
L z : ℝ
hL : 0 < L
hz : 0 ≤ z
hzL : z ≤ L
hx : z / L ∈ Set.Icc 0 1
h :
  HasSum (fun i => L ^ 2 / (4 * π ^ 2) * (1 / ↑i ^ (2 * 1) * cos (2 * π * ↑i * (z / L))))
    (L ^ 2 / (4 * π ^ 2) *
      ((-1) ^ (1 + 1) * (2 * π) ^ (2 * 1) / 2 / ↑(2 * 1).factorial *
        Polynomial.eval (z / L) (Polynomial.map (algebraMap ℚ ℝ) (Polynomial.bernoulli (2 * 1)))))
n : ℕ
hc : 2 * π * ↑n / L * z = 2 * π * ↑n * (z / L)
⊢ cos (π * ↑n * z * L⁻¹ * 2) * π⁻¹ ^ 2 * (↑n)⁻¹ ^ 2 * L⁻¹⁻¹ ^ 2 * (1 / 4) =
    L ^ 2 * cos (π * ↑n * z * L⁻¹ * 2) * π⁻¹ ^ 2 * (↑n)⁻¹ ^ 2 * (1 / 4)
```

Diagnosis. The error is in `hf`, which matches the terms cos(Gz)/G² for natural n with those of the Fourier series. The first message says that `ring` failed to close the goal and suggests `ring_nf` for obtaining a normal form; the second shows what was left. The two sides of that remaining goal differ only in one factor: `L⁻¹⁻¹ ^ 2` on the left, `L ^ 2` on the right. These are equal, but `ring` did not reduce the double inverse here. It arises because G² is in the denominator and G itself contains a division by `L`.

The repair removes the nested division before `ring` runs. `div_pow` turns `(2 * π * n / L) ^ 2` into `(2 * π * n) ^ 2 / L ^ 2`, and `div_div_eq_mul_div`, which rewrites a/(b/c) as a·c/b, moves `L ^ 2` into the numerator. No inverse of an inverse of `L` then arises, and `ring` closes the goal.

After these edits no error is left:

```diff
@@ -35,5 +35,5 @@
       have hc : 2 * π * (n : ℝ) / L * z = 2 * π * n * (z / L) := by ring
       simp only [mode, waveNumber, Int.cast_natCast]
-      rw [hc]
+      rw [hc, div_pow, div_div_eq_mul_div]
       ring
     have hval : L ^ 2 / 4 * ((z / L) ^ 2 - z / L + 1 / 6) = L ^ 2 / (4 * π ^ 2) *
```
